# The one-dimensional empty-lattice Wannier function has infinite spread

Let a > 0 be the lattice constant of a one-dimensional crystal with zero potential. Its lowest band has Bloch functions exp(ikx)/√a, normalised over one cell, with k in the Brillouin zone [−π/a, π/a]. With their phases fixed as written, the Wannier function of the home cell is

w(x) = √a/(2π) ∫ exp(ikx) dk, over −π/a ≤ k ≤ π/a.

In Lean this is `wannier a x`, a complex number. Both `a` and `x` are real numbers, that is, lengths in a fixed unit. The density |w|² is `‖wannier a x‖ ^ 2`, and `Integrable` means measurable with a finite integral of the absolute value over ℝ.

```lean
import Mathlib

open MeasureTheory
open scoped Real

namespace EmptyLatticeWannier

noncomputable section

/-- The Wannier function of the lowest empty-lattice band, for lattice constant `a > 0`:
the integral of the plane waves `exp(ikx)` over the Brillouin zone `[-π/a, π/a]`,
multiplied by `√a / (2π)`. -/
def wannier (a x : ℝ) : ℂ :=
  (√a : ℂ) / (2 * (π : ℂ)) * ∫ k in (-(π / a))..(π / a), Complex.exp (Complex.I * x * (k : ℂ))
```

## (a) Closed form away from the origin

Show that for x ≠ 0

w(x) = √a sin(πx/a)/(πx).

**Solution.** An antiderivative in k is exp(ikx)/(ix), so

∫ exp(ikx) dk = [exp(iπx/a) − exp(−iπx/a)]/(ix) = 2 sin(πx/a)/x.

Multiply by √a/(2π). In Lean, `integral_exp_mul_complex` integrates and Euler's formula produces the sine. The right side is a real number embedded in ℂ, so w(x) is real.

```lean
/-- Away from the origin the Wannier function is `√a sin(πx/a) / (πx)`. -/
theorem wannier_closed_form {a x : ℝ} (hx : x ≠ 0) :
    wannier a x = ((√a * Real.sin (π * x / a) / (π * x) : ℝ) : ℂ) := by
  have hxc : (x : ℂ) ≠ 0 := Complex.ofReal_ne_zero.mpr hx
  have hpi : (π : ℂ) ≠ 0 := Complex.ofReal_ne_zero.mpr Real.pi_ne_zero
  have hc : Complex.I * (x : ℂ) ≠ 0 := mul_ne_zero Complex.I_ne_zero hxc
  have e1 : Complex.I * x * ((π / a : ℝ) : ℂ) = ((π * x / a : ℝ) : ℂ) * Complex.I := by
    push_cast; ring
  have e2 : Complex.I * x * ((-(π / a) : ℝ) : ℂ) = (-((π * x / a : ℝ) : ℂ)) * Complex.I := by
    push_cast; ring
  have e3 : ((√a * Real.sin (π * x / a) / (π * x) : ℝ) : ℂ)
      = (√a : ℂ) * Complex.sin ((π * x / a : ℝ) : ℂ) / ((π : ℂ) * x) := by
    rw [Complex.ofReal_div, Complex.ofReal_mul, Complex.ofReal_mul, Complex.ofReal_sin]
  -- integrate the plane wave and combine the two zone-boundary terms into a sine
  unfold wannier
  rw [integral_exp_mul_complex hc, e1, e2, e3, Complex.exp_mul_I, Complex.exp_mul_I,
    Complex.cos_neg, Complex.sin_neg, div_mul_div_comm,
    div_eq_div_iff (mul_ne_zero (mul_ne_zero two_ne_zero hpi) hc) (mul_ne_zero hpi hxc)]
  ring
```

## (b) Value at the origin

Show that

w(0) = 1/√a.

**Solution.** The integrand is 1 and the zone has length 2π/a, so w(0) = √a/(2π) · 2π/a = 1/√a. These two steps are `hint` and `hval`.

This also shows why (a) needs x ≠ 0: for a = 1, Lean evaluates the quotient there as 0/0 = 0, whereas w(0) = 1.

```lean
/-- At the origin the Wannier function has the value `1/√a`. -/
theorem wannier_origin {a : ℝ} (ha : 0 < a) : wannier a 0 = ((1 / √a : ℝ) : ℂ) := by
  have hint : ∫ k in (-(π / a))..(π / a), Complex.exp (Complex.I * (0 : ℝ) * (k : ℂ))
      = ((2 * π / a : ℝ) : ℂ) := by
    simp
    ring
  have hs : √a * √a = a := Real.mul_self_sqrt ha.le
  have hval : √a / (2 * π) * (2 * π / a) = 1 / √a := by
    rw [div_mul_div_comm, div_eq_div_iff (by positivity) (by positivity)]
    linear_combination (2 * π) * hs
  unfold wannier
  rw [hint, ← hval]
  push_cast
  rfl
```

## (c) One formula for the whole line

With sinc t = sin t/t for t ≠ 0 and sinc 0 = 1, show that for every x

w(x) = sinc(πx/a)/√a.

**Solution.** At x = 0 this is (b). Otherwise use √a = a/√a in (a):

√a sin(πx/a)/(πx) = (1/√a) · sin(πx/a)/(πx/a).

The proof makes the same case split.

```lean
/-- On the whole line the Wannier function is `sinc(πx/a) / √a`. -/
theorem wannier_eq_sinc {a : ℝ} (ha : 0 < a) (x : ℝ) :
    wannier a x = ((1 / √a * Real.sinc (π * x / a) : ℝ) : ℂ) := by
  by_cases hx : x = 0
  · subst hx
    rw [wannier_origin ha]
    simp
  · have hne : π * x / a ≠ 0 := div_ne_zero (mul_ne_zero Real.pi_ne_zero hx) ha.ne'
    rw [wannier_closed_form hx, Real.sinc_of_ne_zero hne]
    congr 1
    generalize Real.sin (π * x / a) = s
    calc √a * s / (π * x) = a / √a * s / (π * x) := by rw [Real.div_sqrt]
      _ = 1 / √a * (s / (π * x / a)) := by field_simp
```

## (d) Second-moment density

Show that

x²|w(x)|² = (a/π²) sin²(πx/a).

**Solution.** For x ≠ 0, square (a) and cancel x². At x = 0 both sides vanish.

```lean
/-- The second-moment density `x²|w(x)|²` equals `(a/π²) sin²(πx/a)`. -/
theorem second_moment_density {a : ℝ} (ha : 0 < a) (x : ℝ) :
    x ^ 2 * ‖wannier a x‖ ^ 2 = a / π ^ 2 * Real.sin (π * x / a) ^ 2 := by
  by_cases hx : x = 0
  · subst hx
    simp
  · rw [wannier_closed_form hx, Complex.norm_real, Real.norm_eq_abs, sq_abs, div_pow,
      mul_pow, mul_pow, Real.sq_sqrt ha.le]
    generalize Real.sin (π * x / a) = s
    field_simp
```

## (e) Second moment in a window

Show that for real L

∫ x²|w(x)|² dx from −L to L = (a/π²)[L − (a/2π) sin(2πL/a)].

**Solution.** Since sin² t = (1 − cos 2t)/2, the density in (d) has the antiderivative

F(x) = (a/π²)[x/2 − (a/4π) sin(2πx/a)].

F is odd, so the integral is F(L) − F(−L) = 2F(L). The step `hd` checks F′, and the fundamental theorem of calculus does the rest.

For a window of N cells, L = Na/2, the sine vanishes and the integral is Na²/(2π²). The second moment cut off at the window edges is therefore finite, but it grows in proportion to N instead of converging.

```lean
/-- The integral of `x²|w(x)|²` from `-L` to `L` is `(a/π²) (L - (a/2π) sin(2πL/a))`. -/
theorem window_second_moment {a : ℝ} (ha : 0 < a) (L : ℝ) :
    ∫ x in (-L)..L, x ^ 2 * ‖wannier a x‖ ^ 2
      = a / π ^ 2 * (L - a / (2 * π) * Real.sin (2 * (π * L / a))) := by
  have hd : ∀ x : ℝ, HasDerivAt
      (fun y : ℝ => a / π ^ 2 * (y / 2 - a / (4 * π) * Real.sin (2 * (π * y / a))))
      (a / π ^ 2 * Real.sin (π * x / a) ^ 2) x := by
    intro x
    have h1 : HasDerivAt (fun y : ℝ => 2 * (π * y / a)) (2 * (π / a)) x :=
      ((((hasDerivAt_id' x).const_mul π).div_const a).const_mul 2).congr_deriv (by ring)
    refine ((((hasDerivAt_id' x).div_const 2).fun_sub
      (h1.sin.const_mul (a / (4 * π)))).const_mul (a / π ^ 2)).congr_deriv ?_
    rw [Real.sin_sq_eq_half_sub]
    generalize Real.cos (2 * (π * x / a)) = c
    have e : a / (4 * π) * (c * (2 * (π / a))) = c / 2 := by
      field_simp
      ring
    rw [e]
  simp_rw [second_moment_density ha]
  rw [intervalIntegral.integral_eq_sub_of_hasDerivAt (fun x _ => hd x)
    (Continuous.intervalIntegrable (by fun_prop) _ _)]
  have hneg : 2 * (π * (-L) / a) = -(2 * (π * L / a)) := by ring
  simp only [hneg, Real.sin_neg]
  ring
```

## (f) Continuity

Show that w is continuous on ℝ.

**Solution.** By (c), w is a constant times the continuous function sinc, evaluated at πx/a.

```lean
/-- The Wannier function is continuous in position. -/
theorem wannier_continuous {a : ℝ} (ha : 0 < a) : Continuous (wannier a) := by
  rw [funext (wannier_eq_sinc ha)]
  exact Complex.continuous_ofReal.comp
    (continuous_const.mul (Real.continuous_sinc.comp (by fun_prop)))
```

## (g) Square integrability

Show that

∫ |w(x)|² dx < ∞ over ℝ.

**Solution.** From |sinc| ≤ 1 and (c), |w|² ≤ 1/a. From (d), x²|w|² ≤ a/π². Adding these,

|w(x)|² ≤ (1/a + a/π²)/(1 + x²),

and this Lorentzian is integrable. The bounds are `h1` and `h2`; `Integrable.mono'` makes the comparison, with measurability from (f).

```lean
/-- The Wannier function is square integrable on the line. -/
theorem wannier_sq_integrable {a : ℝ} (ha : 0 < a) :
    Integrable (fun x : ℝ => ‖wannier a x‖ ^ 2) := by
  refine Integrable.mono' (integrable_inv_one_add_sq.const_mul (1 / a + a / π ^ 2))
    ((wannier_continuous ha).norm.pow 2).aestronglyMeasurable (ae_of_all _ fun x => ?_)
  -- a bound near the origin and a bound on the tail give a Lorentzian majorant
  have h1 : ‖wannier a x‖ ^ 2 ≤ 1 / a := by
    rw [wannier_eq_sinc ha, Complex.norm_real, Real.norm_eq_abs, sq_abs, mul_pow, div_pow,
      Real.sq_sqrt ha.le, one_pow]
    exact mul_le_of_le_one_right (by positivity)
      (by nlinarith [Real.sinc_le_one (π * x / a), Real.neg_one_le_sinc (π * x / a)])
  have h2 : x ^ 2 * ‖wannier a x‖ ^ 2 ≤ a / π ^ 2 := by
    rw [second_moment_density ha]
    exact mul_le_of_le_one_right (by positivity) (Real.sin_sq_le_one _)
  rw [Real.norm_of_nonneg (by positivity), ← div_eq_mul_inv, le_div_iff₀ (by positivity)]
  linarith
```

## (h) Divergence about the origin

Show that

∫ x²|w(x)|² dx = ∞ over ℝ.

**Solution.** Suppose the integral were a finite number M. The density is non-negative, so no window could hold more than M. By (e) and sin ≤ 1, a window holds at least (a/π²)(L − a/2π). Choosing

L = a/(2π) + (π²/a)(|M| + 1)

makes this |M| + 1 > M, a contradiction. Lean states the divergence as non-integrability, which is equivalent for a non-negative continuous density.

```lean
/-- The second-moment density `x²|w(x)|²` is not integrable on the line. -/
theorem second_moment_not_integrable {a : ℝ} (ha : 0 < a) :
    ¬ Integrable (fun x : ℝ => x ^ 2 * ‖wannier a x‖ ^ 2) := by
  intro h
  obtain ⟨M, hM⟩ : ∃ M, M = ∫ x : ℝ, x ^ 2 * ‖wannier a x‖ ^ 2 := ⟨_, rfl⟩
  -- a window so wide that it would hold more than the supposed total M
  obtain ⟨L, hL⟩ : ∃ L, L = a / (2 * π) + π ^ 2 / a * (|M| + 1) := ⟨_, rfl⟩
  have hL0 : 0 ≤ L := by rw [hL]; positivity
  have hle : ∫ x in (-L)..L, x ^ 2 * ‖wannier a x‖ ^ 2 ≤ M := by
    rw [intervalIntegral.integral_of_le (by linarith), hM]
    exact setIntegral_le_integral h (ae_of_all _ fun x => by positivity)
  rw [window_second_moment ha] at hle
  have hs := Real.sin_le_one (2 * (π * L / a))
  have hlow : a / π ^ 2 * (L - a / (2 * π) * 1)
      ≤ a / π ^ 2 * (L - a / (2 * π) * Real.sin (2 * (π * L / a))) := by
    gcongr
  have hval : a / π ^ 2 * (L - a / (2 * π) * 1) = |M| + 1 := by
    have e : L - a / (2 * π) * 1 = π ^ 2 / a * (|M| + 1) := by rw [hL]; ring
    rw [e]
    field_simp
  linarith [le_abs_self M]
```

## (i) Divergence about every centre

Show that for every real c

∫ (x − c)²|w(x)|² dx = ∞ over ℝ.

**Solution.** Because 2(x − c)² + 2c² − x² = (x − 2c)² ≥ 0,

x²|w|² ≤ 2(x − c)²|w|² + 2c²|w|².

If the moment about c were finite, (g) would make the right side integrable, contradicting (h). The theorem joins this statement to (a) and (g).

For electronic structure this is a limiting case: in a non-interacting, one-dimensional model without a potential, where the lowest band touches the next at the zone boundary, this Wannier function is normalisable but has no finite spread. Other phase choices, non-zero potentials and higher dimensions are not treated.

```lean
/-- The empty-lattice Wannier function is `√a sin(πx/a) / (πx)` for `x ≠ 0`; it is square
integrable, and its second moment about every centre `c` diverges. -/
theorem wannier_infinite_spread {a : ℝ} (ha : 0 < a) :
    (∀ x : ℝ, x ≠ 0 →
      wannier a x = ((√a * Real.sin (π * x / a) / (π * x) : ℝ) : ℂ)) ∧
    Integrable (fun x : ℝ => ‖wannier a x‖ ^ 2) ∧
    ∀ c : ℝ, ¬ Integrable (fun x : ℝ => (x - c) ^ 2 * ‖wannier a x‖ ^ 2) := by
  refine ⟨fun x hx => wannier_closed_form hx, wannier_sq_integrable ha, fun c h => ?_⟩
  -- a finite moment about c would give a finite moment about the origin
  apply second_moment_not_integrable ha
  refine Integrable.mono'
    (g := fun x : ℝ => 2 * ((x - c) ^ 2 * ‖wannier a x‖ ^ 2) + 2 * c ^ 2 * ‖wannier a x‖ ^ 2)
    ((h.const_mul 2).add ((wannier_sq_integrable ha).const_mul (2 * c ^ 2)))
    ((continuous_id.pow 2).mul ((wannier_continuous ha).norm.pow 2)).aestronglyMeasurable
    (ae_of_all _ fun x => ?_)
  rw [Real.norm_of_nonneg (by positivity)]
  nlinarith [mul_nonneg (sq_nonneg (x - 2 * c)) (sq_nonneg ‖wannier a x‖)]

end

end EmptyLatticeWannier
```

```lean
#print axioms EmptyLatticeWannier.wannier_infinite_spread
```

```
'EmptyLatticeWannier.wannier_infinite_spread' depends on axioms: [propext, Classical.choice, Quot.sound]
```
